# At the nucleus, a half-filled p shell $x_kh(x)$ with continuous $h$ has zero density gradient and kinetic energy density $\tfrac32 h(0)^2$

## Kinetic energy where the p density vanishes

Take an atom with three electrons of the same spin, one in each p orbital of a shell. Each orbital vanishes on a plane through the nucleus. The three planes meet at the nucleus, so the density of the shell is zero there. The density also has a minimum there, which suggests that its gradient is zero. The orbitals themselves may still have a nonzero slope, and kinetic energy depends on slopes. How much kinetic energy density is there at the nucleus, and how much of it can be read off from the density?

The comparison uses two quantities, in atomic units. For real, singly occupied orbitals $f_i$ with density $n=\sum_i f_i^2$, they are

$$\tau=\tfrac12\sum_i\|\nabla f_i\|^2,\qquad \tau_W=\frac{\|\nabla n\|^2}{8n}.$$

The first is the positive form of the kinetic energy density. The form $-\tfrac12\sum_i f_i\nabla^2f_i$ has the same integral for bound orbitals, but in general other local values. The second quantity, $\tau_W$, is the von Weizsäcker kinetic energy density, meaningful where $n>0$. In orbital-free density functional theory the difference $\tau-\tau_W$, the Pauli kinetic energy density, has to be approximated. The results below give it exactly for a non-interacting model shell of three p orbitals away from the nucleus, and at the nucleus when a further orbital makes the density there positive.

## The p shell, bare and with one more orbital

Put the nucleus at the origin and write $x=(x_0,x_1,x_2)$. The p orbitals are $f_k(x)=x_k h(x)$ for $k=0,1,2$, with a common real factor $h$ that need not be spherically symmetric. There are three main statements.

1. **At the nucleus.** If $h$ is continuous at $0$, every $f_k$ is differentiable at $0$, $\nabla n(0)=0$ and $\tau(0)=\tfrac32h(0)^2$ (`pShell_at_nucleus`).
2. **Away from the nucleus.** If $x\neq0$, $h$ is differentiable at $x$ and $h(x)\neq0$, then $\tau(x)-\tau_W(x)=h(x)^2$ (`pShell_excess`). If $h$ is continuous at $0$ with $h(0)\ne0$, and differentiable at all other points close to $0$, this excess tends to $h(0)^2$ as $x\to0$ (`pShell_excess_tendsto`).
3. **With a further orbital.** If $g$ is differentiable at $0$ with $g(0)\neq0$ and $h$ is continuous at $0$, the four orbitals together have $\tau(0)-\tau_W(0)=\tfrac32h(0)^2$ (`spShell_excess`). For $h(0)\neq0$ this gives $\tau_W(0)<\tau(0)$ (`spShell_tauW_lt_tau`).

The bare shell is not compared with $\tau_W$ at the nucleus itself, because there $\tau_W$ is $0/0$. Lean would evaluate this quotient as $0$, and an inequality resting on that value would say nothing about physics.

In the Lean file, `Space` is Euclidean $\mathbb R^3$ and `pOrbital h k` is $f_k$. The definitions `density`, `tau` and `tauW` are the formulas above, for any finite family of orbitals. The family `spShell g h` is indexed by `Option (Fin 3)`: `none` labels $g$ and `some k` labels $f_k$. `HasGradientAt f v x` says that $f$ is differentiable at $x$ with gradient $v$. The condition `∀ᶠ x in 𝓝[≠] (0 : Space)` means "for all $x\neq0$ sufficiently close to $0$".

Neither a Schrödinger equation nor orthonormality is assumed, and normalisation constants are absorbed into $g$ and $h$. When the orbitals are orthonormal, $n$ and $\tau$ are the density and the kinetic energy density of their Slater determinant. Without orthonormality, which a non-spherical $h$ can destroy, the theorems still hold for the sums defined above, but these sums need not have that physical meaning. For the normalised hydrogenic 2p orbitals with nuclear charge $Z$, $h(x)=\sqrt{Z^5/(32\pi)}\,e^{-Z\|x\|/2}$. This factor has a cusp at the nucleus but is continuous there, so $\tau(0)=3Z^5/(64\pi)$ and the excess tends to $Z^5/(32\pi)$.

The condition on $g$ is more restrictive. The s orbitals of a point nucleus have a cusp and no gradient at the origin, so they are not covered. A Gaussian s function is.

## Slopes at the nucleus from continuity alone

Let $e_k$ be the $k$-th unit vector. Since $f_k(0)=0$, the error of the proposed linear approximation $h(0)\,x_k$ is

$$f_k(x)-f_k(0)-h(0)\,e_k\cdot x=x_k\,(h(x)-h(0)).$$

Its size is at most $\|x\|\,|h(x)-h(0)|$. By continuity the second factor tends to zero, so the error is $o(\|x\|)$. Hence $\nabla f_k(0)=h(0)\,e_k$, and no derivative of $h$ was needed.

The chain rule gives $\nabla n=\sum_k 2f_k\nabla f_k$, which vanishes at $0$ because every $f_k(0)$ does. The kinetic energy density is

$$\tau(0)=\tfrac12\sum_{k=0}^{2}\|h(0)e_k\|^2=\tfrac32h(0)^2.$$

## The excess away from the nucleus

At a point $x\neq0$ where $h$ has gradient $w$, write $h$ for $h(x)$ and $r=\|x\|$. The product rule gives $\nabla f_k=h\,e_k+x_kw$. Squaring and summing over $k$,

$$\tau=\tfrac12\left(3h^2+2h\,x\cdot w+r^2\|w\|^2\right).$$

The density is $n=r^2h^2$, with $\nabla n=2h^2x+2r^2h\,w$. Therefore

$$\|\nabla n\|^2=4h^4r^2+8h^3r^2\,x\cdot w+4r^4h^2\|w\|^2,$$

and division by $8n=8r^2h^2$, which is positive because $r$ and $h$ are nonzero, gives

$$\tau_W=\tfrac12h^2+h\,x\cdot w+\tfrac12r^2\|w\|^2.$$

The terms containing $w$ cancel in the difference, and $\tau-\tau_W=h^2$ remains. When $h$ is continuous and nonzero at $0$, it is also nonzero nearby. The identity then holds at all nearby $x\neq0$ where $h$ is differentiable, and letting $x\to0$ gives the limit $h(0)^2$.

## A further orbital with density at the nucleus

Now add $g$, and let $w=\nabla g(0)$. The p orbitals vanish at $0$, so they contribute to neither the density nor its gradient there: $n(0)=g(0)^2$ and $\nabla n(0)=2g(0)w$. Consequently

$$\tau_W(0)=\frac{4g(0)^2\|w\|^2}{8g(0)^2}=\tfrac12\|w\|^2,\qquad \tau(0)=\tfrac12\|w\|^2+\tfrac32h(0)^2.$$

At this point $\tau_W$ accounts for the kinetic energy density of $g$ and misses that of the p orbitals entirely.

## Constant $h$, and a factor that jumps

The excess is $\tfrac32h(0)^2$ with the further orbital, but tends to $h(0)^2$ without it. A local model with constant functions shows how both values arise. Take $h=1$ and $g=\varepsilon>0$ near the origin. Then $\tau=\tfrac32$, $n=\varepsilon^2+r^2$ and

$$\tau-\tau_W=\frac32-\frac{r^2}{2(\varepsilon^2+r^2)}.$$

At $r=0$ this is $\tfrac32$ for every $\varepsilon>0$. At fixed $r>0$ it tends to $1$ as $\varepsilon\to0$. The two limits do not commute.

Continuity of $h$ at the nucleus matters as well. Let $h(0)=0$ and $h(x)=1$ for $x\neq0$. Then $f_k(x)=x_k$ everywhere, so $\tau(0)=\tfrac32$, whereas $\tfrac32h(0)^2=0$. Differentiability can fail too: if $h$ is the sign of $x_0$, then $f_0(x)=|x_0|$, which has no gradient at the origin.

## The Lean file

```lean
import Mathlib

open Filter Topology InnerProductSpace

namespace POrbitalKineticExcess

noncomputable section

/-- Three-dimensional position space, with the nucleus at the origin. -/
abbrev Space := EuclideanSpace ℝ (Fin 3)

/-- The p orbital `x_k h(x)` with common factor `h`. -/
def pOrbital (h : Space → ℝ) (k : Fin 3) (x : Space) : ℝ := x k * h x

/-- A shell made of one further orbital `g` and the three p orbitals `x_k h(x)`. -/
def spShell (g h : Space → ℝ) : Option (Fin 3) → Space → ℝ
  | none => g
  | some k => pOrbital h k

/-- The density of singly occupied real orbitals. -/
def density {ι : Type} [Fintype ι] (f : ι → Space → ℝ) (x : Space) : ℝ :=
  ∑ i, f i x ^ 2

/-- The positive kinetic energy density, half the sum of the squared orbital gradients. -/
def tau {ι : Type} [Fintype ι] (f : ι → Space → ℝ) (x : Space) : ℝ :=
  1 / 2 * ∑ i, ‖gradient (f i) x‖ ^ 2

/-- The von Weizsäcker kinetic energy density of a density `n`, meant for points
where `n` is positive. -/
def tauW (n : Space → ℝ) (x : Space) : ℝ := ‖gradient n x‖ ^ 2 / (8 * n x)

/-- The squared length of a vector in Cartesian coordinates. -/
theorem normSq_coords (v : Space) : ‖v‖ ^ 2 = v 0 ^ 2 + v 1 ^ 2 + v 2 ^ 2 := by
  simp [EuclideanSpace.norm_sq_eq, Fin.sum_univ_three]

/-- If `h` is continuous at the nucleus, the p orbital `x_k h(x)` has there the gradient
`h(0)` times the k-th unit vector. -/
theorem pOrbital_hasGradientAt_zero {h : Space → ℝ} (hh : ContinuousAt h 0) (k : Fin 3) :
    HasGradientAt (pOrbital h k) (h 0 • EuclideanSpace.single k (1 : ℝ)) 0 := by
  rw [hasGradientAt_iff_isLittleO, Asymptotics.isLittleO_iff]
  intro c hc
  filter_upwards [hh (Metric.ball_mem_nhds (h 0) hc)] with x hx
  have hx' : dist (h x) (h 0) < c := hx
  have hle : ‖h x - h 0‖ ≤ c := by rw [← dist_eq_norm]; exact hx'.le
  have hk : ‖x k‖ ≤ ‖x‖ := PiLp.norm_apply_le x k
  -- the remainder of the linear approximation is `x_k (h x - h 0)`
  have e : pOrbital h k x - pOrbital h k 0
      - inner ℝ (h 0 • EuclideanSpace.single k (1 : ℝ)) (x - 0) = x k * (h x - h 0) := by
    simp [pOrbital, inner_smul_left, EuclideanSpace.inner_single_left]
    ring
  calc _ = ‖x k * (h x - h 0)‖ := congrArg norm e
    _ = ‖x k‖ * ‖h x - h 0‖ := norm_mul _ _
    _ ≤ ‖x‖ * c := by gcongr
    _ = c * ‖x - 0‖ := by rw [sub_zero, mul_comm]

/-- The product rule for a p orbital at a point where `h` has gradient `w`. -/
theorem pOrbital_hasGradientAt {h : Space → ℝ} {w x : Space} (hw : HasGradientAt h w x)
    (k : Fin 3) :
    HasGradientAt (pOrbital h k) (h x • EuclideanSpace.single k (1 : ℝ) + x k • w) x := by
  have h1 : HasFDerivAt (pOrbital h k)
      (x k • toDual ℝ Space w + h x • (EuclideanSpace.proj k : Space →L[ℝ] ℝ)) x :=
    (EuclideanSpace.proj k : Space →L[ℝ] ℝ).hasFDerivAt.mul hw.hasFDerivAt
  rw [hasGradientAt_iff_hasFDerivAt]
  refine h1.congr_fderiv (ContinuousLinearMap.ext fun y => ?_)
  simp [EuclideanSpace.inner_single_left]
  ring

/-- The gradient of the density is twice the sum of the orbitals times their gradients. -/
theorem density_hasGradientAt {ι : Type} [Fintype ι] {f : ι → Space → ℝ} {v : ι → Space}
    {x : Space} (hf : ∀ i, HasGradientAt (f i) (v i) x) :
    HasGradientAt (density f) (∑ i, (2 * f i x) • v i) x := by
  have h1 : ∀ i, HasFDerivAt (fun y => f i y ^ 2)
      ((2 * f i x) • toDual ℝ Space (v i)) x := fun i =>
    ((hasDerivAt_pow 2 (f i x)).comp_hasFDerivAt x (hf i).hasFDerivAt).congr_fderiv
      (by norm_num)
  have h2 := HasFDerivAt.fun_sum (u := Finset.univ) fun i _ => h1 i
  rw [hasGradientAt_iff_hasFDerivAt]
  refine h2.congr_fderiv (ContinuousLinearMap.ext fun y => ?_)
  simp

/-- For `h` continuous at the nucleus, the three p orbitals are differentiable there, their
density has zero gradient, and their kinetic energy density is `(3/2) h(0)²`. -/
theorem pShell_at_nucleus {h : Space → ℝ} (hh : ContinuousAt h 0) :
    (∀ k, DifferentiableAt ℝ (pOrbital h k) 0) ∧
      HasGradientAt (density (pOrbital h)) 0 0 ∧
      tau (pOrbital h) 0 = 3 / 2 * h 0 ^ 2 := by
  have hp := pOrbital_hasGradientAt_zero hh
  refine ⟨fun k => (hp k).differentiableAt, ?_, ?_⟩
  · convert density_hasGradientAt hp using 1
    simp [pOrbital]
  · have hs : ∀ k : Fin 3, ‖h 0 • (EuclideanSpace.single k (1 : ℝ) : Space)‖ ^ 2 = h 0 ^ 2 := by
      intro k
      simp [norm_smul]
    simp only [tau, (hp _).gradient, hs, Fin.sum_univ_three]
    ring

/-- Away from the nucleus, where `h` is differentiable and nonzero, the kinetic energy density
of the p shell exceeds the von Weizsäcker one by exactly `h(x)²`. -/
theorem pShell_excess {h : Space → ℝ} {x : Space} (hx : x ≠ 0)
    (hd : DifferentiableAt ℝ h x) (h0 : h x ≠ 0) :
    tau (pOrbital h) x - tauW (density (pOrbital h)) x = h x ^ 2 := by
  obtain ⟨w, hw⟩ : ∃ w, HasGradientAt h w x := ⟨_, hd.hasGradientAt⟩
  have hp := pOrbital_hasGradientAt hw
  have hn : density (pOrbital h) x = ‖x‖ ^ 2 * h x ^ 2 := by
    simp only [density, pOrbital, Fin.sum_univ_three, normSq_coords]
    ring
  have hpos : 8 * density (pOrbital h) x ≠ 0 := by
    have := norm_pos_iff.mpr hx
    rw [hn]
    positivity
  -- the squared density gradient, compared with the kinetic energy density
  have key : ‖gradient (density (pOrbital h)) x‖ ^ 2
      = (tau (pOrbital h) x - h x ^ 2) * (8 * density (pOrbital h) x) := by
    rw [(density_hasGradientAt hp).gradient, hn]
    simp only [tau, (hp _).gradient, pOrbital, Fin.sum_univ_three, normSq_coords,
      PiLp.add_apply, PiLp.smul_apply, smul_eq_mul, PiLp.single_apply,
      Fin.reduceEq, ↓reduceIte]
    ring
  rw [tauW, key, mul_div_cancel_right₀ _ hpos]
  ring

/-- If `h` is continuous and nonzero at the nucleus and differentiable around it, the excess of
the p-shell kinetic energy density over the von Weizsäcker one tends to `h(0)²` there. -/
theorem pShell_excess_tendsto {h : Space → ℝ} (hh : ContinuousAt h 0) (h0 : h 0 ≠ 0)
    (hd : ∀ᶠ x in 𝓝[≠] (0 : Space), DifferentiableAt ℝ h x) :
    Tendsto (fun x => tau (pOrbital h) x - tauW (density (pOrbital h)) x)
      (𝓝[≠] 0) (𝓝 (h 0 ^ 2)) := by
  have hc : Tendsto (fun x => h x ^ 2) (𝓝[≠] 0) (𝓝 (h 0 ^ 2)) :=
    (hh.tendsto.mono_left nhdsWithin_le_nhds).pow 2
  refine hc.congr' ?_
  filter_upwards [hd, self_mem_nhdsWithin,
    (hh.eventually_ne h0).filter_mono nhdsWithin_le_nhds] with x a b c
  exact (pShell_excess b a c).symm

/-- With `h` continuous at the nucleus and a further orbital `g` differentiable and nonzero there,
the kinetic energy density there exceeds the von Weizsäcker one by exactly `(3/2) h(0)²`. -/
theorem spShell_excess {g h : Space → ℝ} (hg : DifferentiableAt ℝ g 0) (g0 : g 0 ≠ 0)
    (hh : ContinuousAt h 0) :
    tau (spShell g h) 0 - tauW (density (spShell g h)) 0 = 3 / 2 * h 0 ^ 2 := by
  obtain ⟨w, hw⟩ : ∃ w, HasGradientAt g w 0 := ⟨_, hg.hasGradientAt⟩
  have hp := pOrbital_hasGradientAt_zero hh
  have hf : ∀ i, HasGradientAt (spShell g h i)
      (i.elim w fun k => h 0 • EuclideanSpace.single k (1 : ℝ)) 0 := by
    rintro (_ | k)
    · exact hw
    · exact hp k
  -- only `g` contributes to the density and to its gradient at the nucleus
  have hn : HasGradientAt (density (spShell g h)) ((2 * g 0) • w) 0 := by
    convert density_hasGradientAt hf using 1
    simp [Fintype.sum_option, spShell, pOrbital]
  have hd : density (spShell g h) 0 = g 0 ^ 2 := by
    simp [density, Fintype.sum_option, spShell, pOrbital]
  have hG : ‖(2 * g 0) • w‖ ^ 2 = 4 * g 0 ^ 2 * ‖w‖ ^ 2 := by
    rw [norm_smul, mul_pow, Real.norm_eq_abs, sq_abs]
    ring
  have ht : tau (spShell g h) 0 = 1 / 2 * ‖w‖ ^ 2 + tau (pOrbital h) 0 := by
    simp only [tau, Fintype.sum_option, spShell, hw.gradient]
    ring
  rw [ht, (pShell_at_nucleus hh).2.2, tauW, hn.gradient, hd, hG]
  field_simp
  ring

/-- If `g` is differentiable and nonzero at the nucleus and `h` is continuous and nonzero there, the
von Weizsäcker kinetic energy density of the four orbitals at the nucleus lies strictly below the
kinetic energy density of the orbitals. -/
theorem spShell_tauW_lt_tau {g h : Space → ℝ} (hg : DifferentiableAt ℝ g 0) (g0 : g 0 ≠ 0)
    (hh : ContinuousAt h 0) (h0 : h 0 ≠ 0) :
    tauW (density (spShell g h)) 0 < tau (spShell g h) 0 := by
  have h1 := spShell_excess hg g0 hh
  have h2 : 0 < h 0 ^ 2 := by positivity
  linarith

end

end POrbitalKineticExcess
```

```lean
#print axioms POrbitalKineticExcess.pShell_at_nucleus
#print axioms POrbitalKineticExcess.pShell_excess_tendsto
#print axioms POrbitalKineticExcess.spShell_tauW_lt_tau
```

```
'POrbitalKineticExcess.pShell_at_nucleus' depends on axioms: [propext, Classical.choice, Quot.sound]
'POrbitalKineticExcess.pShell_excess_tendsto' depends on axioms: [propext, Classical.choice, Quot.sound]
'POrbitalKineticExcess.spShell_tauW_lt_tau' depends on axioms: [propext, Classical.choice, Quot.sound]
```

## From the remainder estimate to the excess formulas

`pOrbital_hasGradientAt_zero` is the continuity argument. After `Asymptotics.isLittleO_iff`, the goal is to bound the remainder by $c\|x\|$ near $0$, for each $c>0$. Continuity supplies a neighbourhood on which $|h(x)-h(0)|<c$. The identity `e` rewrites the remainder as $x_k(h(x)-h(0))$, and the `calc` block bounds it using $|x_k|\le\|x\|$.

`pOrbital_hasGradientAt` is the product rule at a point where $h$ has a gradient, and `density_hasGradientAt` is the formula $\nabla n=\sum_i2f_i\nabla f_i$. Both work first with the derivative as a linear map, for which Mathlib has the product, chain and sum rules, and then translate it into a gradient vector through the inner product.

In `pShell_at_nucleus`, the density gradient simplifies to zero because each weight $2f_k(0)$ is zero. The fact `hs` evaluates $\|h(0)e_k\|^2=h(0)^2$, and three such terms with the prefactor $\tfrac12$ give the value of $\tau(0)$.

`pShell_excess` organises the algebra slightly differently from the derivation above. Its central identity `key` is free of division:

$$\|\nabla n\|^2=(\tau-h^2)\,8n.$$

With all norms expanded in coordinates by `normSq_coords`, this is a polynomial identity in the components of $x$ and $w$ and the value $h(x)$, which `ring` verifies. The fact `hpos` then permits division by $8n$. This is where $x\neq0$ and $h(x)\neq0$ enter.

`pShell_excess_tendsto` starts from $h(x)^2\to h(0)^2$ and transfers the limit to the excess, since the two functions agree at all $x\neq0$ close to the origin. The `filter_upwards` step collects the three conditions that `pShell_excess` needs at such points.

In `spShell_excess`, `hn` and `hd` record that only $g$ contributes to the density and its gradient at $0$, while `ht` splits $\tau(0)$ into the part from $g$ and the part from the p shell. The latter is already known from `pShell_at_nucleus`, and `field_simp` cancels $g(0)^2$ using `g0`. The strict inequality in `spShell_tauW_lt_tau` then follows from $h(0)^2>0$.

The general bound $\tau\ge\tau_W$ follows from the Cauchy–Schwarz inequality for any finite set of differentiable real orbitals at a point of positive density. The proofs here do not use it: they compute the difference for these particular shells and obtain its value as well as its sign.
